# Log-convex sum-over-states moments and the bound $|E_2|^2 \le \mathrm{Var}(V)\,\|\psi_1\|^2$ for a non-degenerate ground state in a finite basis

**Q:** I fit ground-state energies against field strength and read off the second-order energy $E_2$. Then I divide $|E_2|^2$ by the variance of the perturbation $V$ in the unperturbed ground state, when that is non-zero, and take the quotient as a lower limit on $\|\psi_1\|^2$, the squared norm of the first-order correction. What does the formal proof say about that step?

**A:** It proves the inequality behind it for a finite Hermitian matrix model with a non-degenerate ground state. The inequality is a case of a statement about moments. Take gaps $D_k>0$ and weights $m_k\ge 0$ on a finite set, and put $S(p)=\sum_k m_k D_k^p$ for real $p$.

In Lean 4 with Mathlib:

```lean
import Mathlib

open Matrix

namespace SumOverStatesMoments

noncomputable section

/-- The moment `S(p) = ∑ m_k D_k ^ p` of weights `m` over positive gaps `D`, summed over a
finite set `s` of states. -/
def moment {ι : Type*} (s : Finset ι) (m D : ι → ℝ) (p : ℝ) : ℝ :=
  ∑ k ∈ s, m k * D k ^ p
```

**Q:** You will want the logarithm of that. Is it defined?

**A:** Yes, if at least one weight is non-zero, which is the hypothesis `hne`. That term is positive and the others are non-negative, so $S(p)>0$.

```lean
section Moments

variable {ι : Type*} {s : Finset ι} {m D : ι → ℝ}

/-- For positive gaps and non-negative weights that are not all zero, every moment is positive. -/
theorem moment_pos (hD : ∀ k ∈ s, 0 < D k) (hm : ∀ k ∈ s, 0 ≤ m k)
    (hne : ∃ k ∈ s, m k ≠ 0) (p : ℝ) : 0 < moment s m D p := by
  obtain ⟨k, hk, hk0⟩ := hne
  exact Finset.sum_pos'
    (fun i hi => mul_nonneg (hm i hi) (Real.rpow_nonneg (hD i hi).le p))
    ⟨k, hk, mul_pos (lt_of_le_of_ne (hm k hk) (Ne.symm hk0))
      (Real.rpow_pos_of_pos (hD k hk) p)⟩
```

**Q:** And why is $\log S$ convex?

**A:** Take $a,b\ge 0$ with $a+b=1$, and let $r=ap+bq$. Put $x_k=p\log D_k-\log S(p)$ and $y_k=q\log D_k-\log S(q)$. Convexity of the exponential, $e^{ax_k+by_k}\le a e^{x_k}+b e^{y_k}$, reads

$$\frac{D_k^{r}}{S(p)^a S(q)^b}\le a\,\frac{D_k^p}{S(p)}+b\,\frac{D_k^q}{S(q)}.$$

Multiply by $m_k$ and sum over $k$. The right side becomes $a+b=1$, so $S(r)\le S(p)^aS(q)^b$, and the logarithm gives $\log S(r)\le a\log S(p)+b\log S(q)$.

In the code, `key` is the inequality for one state, with the factor $S(p)^aS(q)^b$ moved to the right and written as an exponential. `Finset.sum_le_sum` then adds the states. `ConvexOn ℝ Set.univ` says that the convexity holds for all real orders, not only for integers.

```lean
/-- For positive gaps and non-negative weights that are not all zero, the logarithm of the
moment `S(p)` is a convex function of the real order `p`. -/
theorem log_moment_convex (hD : ∀ k ∈ s, 0 < D k) (hm : ∀ k ∈ s, 0 ≤ m k)
    (hne : ∃ k ∈ s, m k ≠ 0) :
    ConvexOn ℝ Set.univ (fun p => Real.log (moment s m D p)) := by
  refine ⟨convex_univ, ?_⟩
  intro p _ q _ a b ha hb hab
  have hp := moment_pos hD hm hne p
  have hq := moment_pos hD hm hne q
  simp only [smul_eq_mul]
  rw [Real.log_le_iff_le_exp (moment_pos hD hm hne _)]
  -- convexity of the exponential, state by state
  have key : ∀ k ∈ s, m k * D k ^ (a * p + b * q) ≤
      Real.exp (a * Real.log (moment s m D p) + b * Real.log (moment s m D q)) *
        (a * (m k * D k ^ p / moment s m D p) + b * (m k * D k ^ q / moment s m D q)) := by
    intro k hk
    have h := convexOn_exp.2
      (Set.mem_univ (Real.log (D k) * p - Real.log (moment s m D p)))
      (Set.mem_univ (Real.log (D k) * q - Real.log (moment s m D q))) ha hb hab
    simp only [smul_eq_mul] at h
    have e : D k ^ (a * p + b * q) =
        Real.exp (a * Real.log (moment s m D p) + b * Real.log (moment s m D q)) *
        Real.exp (a * (Real.log (D k) * p - Real.log (moment s m D p)) +
          b * (Real.log (D k) * q - Real.log (moment s m D q))) := by
      rw [Real.rpow_def_of_pos (hD k hk), ← Real.exp_add]
      congr 1
      ring
    rw [Real.exp_sub, Real.exp_sub, Real.exp_log hp, Real.exp_log hq,
      ← Real.rpow_def_of_pos (hD k hk) p, ← Real.rpow_def_of_pos (hD k hk) q] at h
    rw [e]
    have h' := mul_le_mul_of_nonneg_left (mul_le_mul_of_nonneg_left h (hm k hk))
      (Real.exp_pos (a * Real.log (moment s m D p) + b * Real.log (moment s m D q))).le
    calc _ = _ := by ring
      _ ≤ _ := h'
      _ = _ := by ring
  -- the normalised terms sum to one
  refine (Finset.sum_le_sum key).trans (le_of_eq ?_)
  rw [← Finset.mul_sum, Finset.sum_add_distrib, ← Finset.mul_sum, ← Finset.mul_sum,
    ← Finset.sum_div, ← Finset.sum_div]
  change _ * (a * (moment s m D p / moment s m D p) +
    b * (moment s m D q / moment s m D q)) = _
  rw [div_self hp.ne', div_self hq.ne', mul_one, mul_one, hab, mul_one]
```

**Q:** My inequality has a square in it, not a logarithm.

**A:** Set $a=b=\tfrac12$, double the inequality and exponentiate: $S(\tfrac{p+q}{2})^2\le S(p)S(q)$. With $p=0$ and $q=-2$ this is $S(-1)^2\le S(0)S(-2)$. If all weights vanish, both sides are zero, so the proof treats that case separately and the theorem doesn't need `hne`.

```lean
/-- For positive gaps and non-negative weights, the squared moment of the mean order is at most
the product of the two outer moments. -/
theorem moment_sq_le (hD : ∀ k ∈ s, 0 < D k) (hm : ∀ k ∈ s, 0 ≤ m k) (p q : ℝ) :
    moment s m D ((p + q) / 2) ^ 2 ≤ moment s m D p * moment s m D q := by
  by_cases hne : ∃ k ∈ s, m k ≠ 0
  · have h := (log_moment_convex hD hm hne).2 (Set.mem_univ p) (Set.mem_univ q)
      (by norm_num : (0 : ℝ) ≤ 1 / 2) (by norm_num : (0 : ℝ) ≤ 1 / 2) (by norm_num)
    simp only [smul_eq_mul] at h
    rw [show 1 / 2 * p + 1 / 2 * q = (p + q) / 2 by ring] at h
    have hp := moment_pos hD hm hne p
    have hq := moment_pos hD hm hne q
    rw [← Real.log_le_log_iff (pow_pos (moment_pos hD hm hne _) 2) (mul_pos hp hq),
      Real.log_pow, Real.log_mul hp.ne' hq.ne']
    push_cast
    linarith
  · have h0 : ∀ r, moment s m D r = 0 := fun r => Finset.sum_eq_zero (fun k hk => by
      rw [show m k = 0 from by_contra fun h => hne ⟨k, hk, h⟩, zero_mul])
    simp [h0]
```

**Q:** How much is lost in the inequality?

**A:** There is an exact expression. With $u_k=1/D_k$, expand the square:

$$\tfrac12\sum_{i,j}m_im_j(u_i-u_j)^2=\tfrac12\left[S(-2)S(0)-2S(-1)^2+S(0)S(-2)\right]=S(0)S(-2)-S(-1)^2.$$

The lemma first rewrites the three moments as sums over inverse gaps, then expands and factorises the double sum.

```lean
/-- For positive gaps, `S(0) S(-2) - S(-1)²` is half the weighted double sum of the squared
differences of inverse gaps. -/
theorem moment_defect (hD : ∀ k ∈ s, 0 < D k) :
    moment s m D 0 * moment s m D (-2) - moment s m D (-1) ^ 2 =
      1 / 2 * ∑ i ∈ s, ∑ j ∈ s, m i * m j * ((D i)⁻¹ - (D j)⁻¹) ^ 2 := by
  have h0 : moment s m D 0 = ∑ k ∈ s, m k := by simp [moment]
  have h1 : moment s m D (-1) = ∑ k ∈ s, m k * (D k)⁻¹ := by
    simp only [moment, Real.rpow_neg_one]
  have h2 : moment s m D (-2) = ∑ k ∈ s, m k * (D k)⁻¹ ^ 2 :=
    Finset.sum_congr rfl fun k hk => by
      rw [Real.rpow_neg (hD k hk).le, Real.rpow_two, inv_pow]
  have e : ∑ i ∈ s, ∑ j ∈ s, m i * m j * ((D i)⁻¹ - (D j)⁻¹) ^ 2 =
      ∑ i ∈ s, ∑ j ∈ s, ((m i * (D i)⁻¹ ^ 2) * m j
        - 2 * ((m i * (D i)⁻¹) * (m j * (D j)⁻¹)) + m i * (m j * (D j)⁻¹ ^ 2)) :=
    Finset.sum_congr rfl fun i _ => Finset.sum_congr rfl fun j _ => by ring
  rw [h0, h1, h2, e]
  simp only [Finset.sum_add_distrib, Finset.sum_sub_distrib, ← Finset.mul_sum,
    ← Finset.sum_mul]
  ring
```

Every term of the double sum is non-negative, so the sum vanishes only if each term does. Equality therefore means that any two states of non-zero weight have the same gap. `Finset.sum_eq_zero_iff_of_nonneg` is used twice, once for each sum.

```lean
/-- For positive gaps and non-negative weights, `S(-1)² = S(0) S(-2)` holds exactly when all
states of non-zero weight have the same gap. -/
theorem moment_sq_eq_iff (hD : ∀ k ∈ s, 0 < D k) (hm : ∀ k ∈ s, 0 ≤ m k) :
    moment s m D (-1) ^ 2 = moment s m D 0 * moment s m D (-2) ↔
      ∀ i ∈ s, ∀ j ∈ s, m i ≠ 0 → m j ≠ 0 → D i = D j := by
  have h := moment_defect (m := m) hD
  have hn : ∀ i ∈ s, ∀ j ∈ s, 0 ≤ m i * m j * ((D i)⁻¹ - (D j)⁻¹) ^ 2 :=
    fun i hi j hj => mul_nonneg (mul_nonneg (hm i hi) (hm j hj)) (sq_nonneg _)
  constructor
  · intro heq i hi j hj hi0 hj0
    have hs : ∑ i ∈ s, ∑ j ∈ s, m i * m j * ((D i)⁻¹ - (D j)⁻¹) ^ 2 = 0 := by linarith
    -- a vanishing sum of non-negative terms vanishes term by term
    have h1 := (Finset.sum_eq_zero_iff_of_nonneg
      (fun i hi => Finset.sum_nonneg (hn i hi))).1 hs i hi
    have h2 := (Finset.sum_eq_zero_iff_of_nonneg (hn i hi)).1 h1 j hj
    have h3 := (mul_eq_zero.1 h2).resolve_left (mul_ne_zero hi0 hj0)
    exact inv_injective (sub_eq_zero.1 ((pow_eq_zero_iff two_ne_zero).1 h3))
  · intro hall
    have hs : ∑ i ∈ s, ∑ j ∈ s, m i * m j * ((D i)⁻¹ - (D j)⁻¹) ^ 2 = 0 := by
      refine Finset.sum_eq_zero fun i hi => Finset.sum_eq_zero fun j hj => ?_
      by_cases hi0 : m i = 0
      · simp [hi0]
      by_cases hj0 : m j = 0
      · simp [hj0]
      simp [hall i hi j hj hi0 hj0]
    rw [hs] at h
    linarith

end Moments
```

**Q:** So far this is about lists of numbers. Where is the quantum mechanics?

**A:** The finite type `n` labels the eigenstates of the unperturbed Hamiltonian $H_0$, which is diagonal with real energies $E_k$. `V` is a complex matrix and `g` labels the ground state $\psi_0$, a normalised basis vector. The first-order state has components $V_{kg}/(E_g-E_k)$ for $k\ne g$ and none along $g$, which is intermediate normalisation.

```lean
variable {n : Type*} [Fintype n] [DecidableEq n]

/-- The first-order correction to state `g`, with components `V_kg / (E_g - E_k)` for `k ≠ g`
and none along `g`; its domain is a level `E_g` that differs from all others. -/
def firstOrderState (E : n → ℝ) (V : Matrix n n ℂ) (g : n) : n → ℂ :=
  fun k => if k = g then 0 else V k g / ((E g : ℂ) - (E k : ℂ))
```

The second-order energy is defined as $E_2=\langle g|V|\psi_1\rangle$. The file doesn't derive this formula from an expansion of the exact eigenvalue. By ordinary perturbation theory, $E_2$ is the coefficient of $\lambda^2$ in the ground-state energy of $H_0+\lambda V$, where $\lambda$ is the field strength and $V$ doesn't depend on it. If your Hamiltonian also has a term $\lambda^2W$, such as the diamagnetic term in a magnetic field, the fitted coefficient is $E_2+W_{gg}$, so the ground-state mean value $W_{gg}$ must be subtracted to get $E_2$.

```lean
/-- The second-order energy `⟨g|V|ψ₁⟩`, for a level `E_g` that differs from all others. -/
def secondOrderEnergy (E : n → ℝ) (V : Matrix n n ℂ) (g : n) : ℂ :=
  (V *ᵥ firstOrderState E V g) g
```

The variance is computed from the matrix $V$ and its square. Taking the real part loses nothing, because the expression is real for Hermitian $V$. In a truncated basis, the ground-state mean value of the squared operator, taken from integrals, can be larger than the matrix element $(V^2)_{gg}$. With that larger value the bound still holds, but the equality condition at the end need not.

```lean
/-- The variance `⟨V²⟩ - ⟨V⟩²` of a Hermitian perturbation in state `g`. -/
def variance (V : Matrix n n ℂ) (g : n) : ℝ := ((V * V) g g - V g g ^ 2).re
```

The moments for this problem have weights $|V_{kg}|^2$ and gaps $E_k-E_g$.

```lean
/-- The moment with weights `|V_kg|²` and gaps `E_k - E_g` over all states `k ≠ g`, for `g` the
non-degenerate ground state. -/
def couplingMoment (E : n → ℝ) (V : Matrix n n ℂ) (g : n) (p : ℝ) : ℝ :=
  moment (Finset.univ.erase g) (fun k => ‖V k g‖ ^ 2) (fun k => E k - E g) p
```

**Q:** You could have written down any vector and called it $\psi_1$.

**A:** That is why it is shown to solve $H_0\psi_1+V\psi_0=E_g\psi_1+V_{gg}\psi_0$. Along $g$ both sides are $V_{gg}$. Along $k\neq g$ the equation is $(E_g-E_k)(\psi_1)_k=V_{kg}$, which is the definition with the denominator cleared. The proof makes the same split into two cases.

```lean
/-- If the level `E_g` is non-degenerate, the first-order state solves
`H₀ ψ₁ + V ψ₀ = E_g ψ₁ + V_gg ψ₀`, where `ψ₀` is the basis state `g`. -/
theorem first_order_equation (E : n → ℝ) (V : Matrix n n ℂ) (g : n)
    (hE : ∀ k, k ≠ g → E g ≠ E k) :
    diagonal (fun k => (E k : ℂ)) *ᵥ firstOrderState E V g + V *ᵥ Pi.single g 1 =
      (E g : ℂ) • firstOrderState E V g + V g g • (Pi.single g 1 : n → ℂ) := by
  ext k
  by_cases hk : k = g
  · subst hk
    simp [firstOrderState, mulVec_diagonal]
  · have hd : (E g : ℂ) - (E k : ℂ) ≠ 0 := sub_ne_zero.2 (by exact_mod_cast hE k hk)
    have h := div_mul_cancel₀ (V k g) hd
    simp only [Pi.add_apply, Pi.smul_apply, smul_eq_mul, mulVec_diagonal, mulVec_single_one,
      col_apply, firstOrderState, if_neg hk, Pi.single_eq_of_ne hk, mul_zero, add_zero]
    linear_combination (-1 : ℂ) * h
```

**Q:** And the three physical quantities really are moments?

**A:** Hermiticity gives $V_{gk}V_{kg}=|V_{kg}|^2$, which is `hc` in the code. Hence

$$E_2=\sum_{k\ne g}\frac{V_{gk}V_{kg}}{E_g-E_k}=-S(-1),$$

$$(V^2)_{gg}-V_{gg}^2=\sum_k|V_{kg}|^2-|V_{gg}|^2=S(0),$$

$$\|\psi_1\|^2=\sum_{k\neq g}\frac{|V_{kg}|^2}{(E_k-E_g)^2}=S(-2).$$

In each part `Finset.add_sum_erase` separates the state $g$ from the rest; for the variance, the matrix product $V^2$ is also expanded into a sum. The hypothesis `hE` says that $E_g$ lies strictly below every other level, so all gaps are positive. Excited levels may be degenerate among themselves.

```lean
/-- For a Hermitian perturbation of a non-degenerate ground state, `E₂ = -S(-1)`, the variance
of `V` is `S(0)`, and `‖ψ₁‖² = S(-2)`. -/
theorem perturbation_moments {E : n → ℝ} {V : Matrix n n ℂ} {g : n}
    (hV : V.IsHermitian) (hE : ∀ k, k ≠ g → E g < E k) :
    secondOrderEnergy E V g = ((-couplingMoment E V g (-1) : ℝ) : ℂ) ∧
      variance V g = couplingMoment E V g 0 ∧
      ∑ k, ‖firstOrderState E V g k‖ ^ 2 = couplingMoment E V g (-2) := by
  have hc : ∀ k, V g k * V k g = ((‖V k g‖ ^ 2 : ℝ) : ℂ) := by
    intro k
    have h := Complex.normSq_eq_conj_mul_self (z := V k g)
    rw [← hV.apply g k, Complex.sq_norm]
    exact h.symm
  have h0 : firstOrderState E V g g = 0 := by simp [firstOrderState]
  refine ⟨?_, ?_, ?_⟩
  · have hs : V g g * firstOrderState E V g g +
        ∑ k ∈ Finset.univ.erase g, V g k * firstOrderState E V g k =
        secondOrderEnergy E V g :=
      Finset.add_sum_erase Finset.univ (fun k => V g k * firstOrderState E V g k)
        (Finset.mem_univ g)
    rw [← hs, h0, mul_zero, zero_add]
    simp only [couplingMoment, moment]
    rw [Complex.ofReal_neg, Complex.ofReal_sum, ← Finset.sum_neg_distrib]
    refine Finset.sum_congr rfl fun k hk => ?_
    rw [Real.rpow_neg_one, Complex.ofReal_mul, ← hc k, Complex.ofReal_inv, Complex.ofReal_sub]
    simp only [firstOrderState, if_neg (Finset.ne_of_mem_erase hk)]
    rw [← neg_sub (E k : ℂ) (E g : ℂ), div_neg]
    ring
  · have hs : ‖V g g‖ ^ 2 + ∑ k ∈ Finset.univ.erase g, ‖V k g‖ ^ 2 = ∑ k, ‖V k g‖ ^ 2 :=
      Finset.add_sum_erase Finset.univ (fun k => ‖V k g‖ ^ 2) (Finset.mem_univ g)
    have hg : V g g ^ 2 = ((‖V g g‖ ^ 2 : ℝ) : ℂ) := by rw [← hc g, sq]
    simp only [variance, couplingMoment, moment, Real.rpow_zero, mul_one, Matrix.mul_apply, hc]
    rw [hg, ← Complex.ofReal_sum, ← Complex.ofReal_sub, Complex.ofReal_re]
    linarith
  · have hs : ‖firstOrderState E V g g‖ ^ 2 +
        ∑ k ∈ Finset.univ.erase g, ‖firstOrderState E V g k‖ ^ 2 =
        ∑ k, ‖firstOrderState E V g k‖ ^ 2 :=
      Finset.add_sum_erase Finset.univ (fun k => ‖firstOrderState E V g k‖ ^ 2)
        (Finset.mem_univ g)
    rw [← hs, h0, norm_zero, zero_pow two_ne_zero, zero_add]
    refine Finset.sum_congr rfl fun k hk => ?_
    have hkg := Finset.ne_of_mem_erase hk
    have hd : 0 < E k - E g := sub_pos.2 (hE k hkg)
    have hn : ‖(E g : ℂ) - (E k : ℂ)‖ = E k - E g := by
      rw [← Complex.ofReal_sub, Complex.norm_real, Real.norm_eq_abs, abs_sub_comm,
        abs_of_pos hd]
    simp only [firstOrderState, if_neg hkg]
    rw [Real.rpow_neg hd.le, Real.rpow_two, norm_div, hn, div_pow, div_eq_mul_inv]
```

Substituting these into the moment inequality gives the bound.

```lean
/-- For a Hermitian perturbation of a non-degenerate ground state, the squared second-order
energy is at most the variance of the perturbation times the squared norm of `ψ₁`. -/
theorem second_order_energy_bound {E : n → ℝ} {V : Matrix n n ℂ} {g : n}
    (hV : V.IsHermitian) (hE : ∀ k, k ≠ g → E g < E k) :
    ‖secondOrderEnergy E V g‖ ^ 2 ≤
      variance V g * ∑ k, ‖firstOrderState E V g k‖ ^ 2 := by
  obtain ⟨h1, h2, h3⟩ := perturbation_moments hV hE
  rw [h1, h2, h3, Complex.norm_real, Real.norm_eq_abs, sq_abs, neg_sq]
  have h : couplingMoment E V g ((0 + -2) / 2) ^ 2 ≤
      couplingMoment E V g 0 * couplingMoment E V g (-2) :=
    moment_sq_le (fun k hk => sub_pos.2 (hE k (Finset.ne_of_mem_erase hk)))
      (fun k _ => sq_nonneg ‖V k g‖) 0 (-2)
  rwa [show ((0 : ℝ) + -2) / 2 = -1 by norm_num] at h
```

**Q:** Suppose my effective perturbation isn't Hermitian. Do I still have the bound?

**A:** Not for a general real matrix. Take two levels with energies $0$ and $1$, let $g$ be the lower one, and

$$V=\begin{pmatrix}0&2\\1&0\end{pmatrix}.$$

Then $\psi_1=(0,-1)$ and $E_2=-2$, while $(V^2)_{gg}-V_{gg}^2=2$. The bound would say $4\le 2\cdot 1$.

**Q:** When is my lower limit equal to the true $\|\psi_1\|^2$?

**A:** For Hermitian $V$ with non-zero variance, exactly when all excited states coupled to $g$ have the same energy. A two-level system always qualifies. The proof carries the equality condition for moments over to the matrix: a non-zero weight is a non-zero $V_{kg}$, and equal gaps are equal energies. The basis is finite throughout, so a continuum of excited states would need a separate argument.

```lean
/-- For a Hermitian perturbation of a non-degenerate ground state, the bound on the second-order
energy is an equality exactly when all excited states coupled to `g` have the same energy. -/
theorem second_order_energy_bound_eq_iff {E : n → ℝ} {V : Matrix n n ℂ} {g : n}
    (hV : V.IsHermitian) (hE : ∀ k, k ≠ g → E g < E k) :
    ‖secondOrderEnergy E V g‖ ^ 2 =
        variance V g * ∑ k, ‖firstOrderState E V g k‖ ^ 2 ↔
      ∀ i j, i ≠ g → j ≠ g → V i g ≠ 0 → V j g ≠ 0 → E i = E j := by
  obtain ⟨h1, h2, h3⟩ := perturbation_moments hV hE
  rw [h1, h2, h3, Complex.norm_real, Real.norm_eq_abs, sq_abs, neg_sq]
  have h := moment_sq_eq_iff (s := Finset.univ.erase g) (m := fun k => ‖V k g‖ ^ 2)
    (D := fun k => E k - E g)
    (fun k hk => sub_pos.2 (hE k (Finset.ne_of_mem_erase hk)))
    (fun k _ => sq_nonneg ‖V k g‖)
  refine h.trans ⟨fun H i j hi hj hi0 hj0 => ?_, fun H i hi j hj hi0 hj0 => ?_⟩
  · exact sub_left_injective (H i (Finset.mem_erase.2 ⟨hi, Finset.mem_univ i⟩)
      j (Finset.mem_erase.2 ⟨hj, Finset.mem_univ j⟩)
      (pow_ne_zero 2 (norm_ne_zero_iff.2 hi0)) (pow_ne_zero 2 (norm_ne_zero_iff.2 hj0)))
  · have hi1 : V i g ≠ 0 := fun h0 => hi0 (by simp [h0])
    have hj1 : V j g ≠ 0 := fun h0 => hj0 (by simp [h0])
    change E i - E g = E j - E g
    rw [H i j (Finset.ne_of_mem_erase hi) (Finset.ne_of_mem_erase hj) hi1 hj1]

end

end SumOverStatesMoments
```

```lean
#print axioms SumOverStatesMoments.log_moment_convex
#print axioms SumOverStatesMoments.first_order_equation
#print axioms SumOverStatesMoments.second_order_energy_bound
#print axioms SumOverStatesMoments.second_order_energy_bound_eq_iff
```

```
'SumOverStatesMoments.log_moment_convex' depends on axioms: [propext, Classical.choice, Quot.sound]
'SumOverStatesMoments.first_order_equation' depends on axioms: [propext, Classical.choice, Quot.sound]
'SumOverStatesMoments.second_order_energy_bound' depends on axioms: [propext, Classical.choice, Quot.sound]
'SumOverStatesMoments.second_order_energy_bound_eq_iff' depends on axioms: [propext, Classical.choice, Quot.sound]
```
